# On a periodic grid the truncated sinc kinetic stencil gives a nonzero constant function negative energy at odd range and positive energy at even range

## Nearest neighbours only

Take real values $\psi_j$ on a periodic grid of spacing $h$, a particle of mass $\mu$, and the energy unit $\kappa=\hbar^2/(\mu h^2)>0$. The sinc kinetic stencil cut after nearest neighbours is
$$(T\psi)_j=\kappa\left[\tfrac{\pi^2}{6}\psi_j-\psi_{j+1}-\psi_{j-1}\right].$$
A constant $\psi_j=c$ should have zero kinetic energy, but $T$ multiplies it by $\kappa(\pi^2/6-2)\approx-0.355\,\kappa$. Second neighbours, each of weight $+1/4$, overshoot to $+0.145\,\kappa$.

## Sign and size of the row sum

At range $M\ge0$,
$$(T\psi)_j=\kappa\Big[\tfrac{\pi^2}{6}\psi_j+\sum_{m=1}^{M}\frac{(-1)^m}{m^2}(\psi_{j+m}+\psi_{j-m})\Big],\qquad E(M)=\frac{\pi^2}{6}+2\sum_{m=1}^{M}\frac{(-1)^m}{m^2}.$$
The claim is that $E(M)>0$ for even $M$, $E(M)<0$ for odd $M$, $|E(M)|<2/(M+1)^2$, and $E(M)\to0$.

1. For a constant, $\psi_{j+m}+\psi_{j-m}=2c$, so $(T\psi)_j=\kappa E(M)c$. On $N$ points, $\sum_j\psi_j(T\psi)_j=N\kappa c^2E(M)$.
2. One more term gives $E(M+1)=E(M)+(-1)^{M+1}\,2/(M+1)^2$.
3. Let $Z(n)=\sum_{m=1}^n 1/m^2$. Then $\sum_{m=1}^{2n}(-1)^m/m^2=-Z(2n)+2\sum_{k=1}^n 1/(2k)^2=-Z(2n)+Z(n)/2$, so $E(2n)=\pi^2/6-2Z(2n)+Z(n)$. Since $Z(n)\to\pi^2/6$, $E(2n)\to0$.
4. Step 2 twice gives $E(M+2)-E(M)=(-1)^{M+1}\big[2/(M+1)^2-2/(M+2)^2\big]$. The bracket is positive, so even values fall and odd values rise.
5. A decreasing sequence with limit $0$ is nonnegative, so $E(M)>E(M+2)\ge0$ for even $M$. For $k\ge n$, $E(2n+1)\le E(2k+1)\le E(2k)\to0$, so odd values are nonpositive and $E(M)<E(M+2)\le0$ for odd $M$.
6. $E(M)$ and $E(M+1)$ have opposite signs and differ by $2/(M+1)^2$, so $|E(M)|$ is smaller than that gap, which tends to zero.

Starting from $\pi^2/6\approx1.6449$ and adding $-2,\ +\tfrac12,\ -\tfrac29,\ +\tfrac18$:

| $M$ | 0 | 1 | 2 | 3 | 4 |
|---|---|---|---|---|---|
| $E(M)$ | 1.6449 | −0.3551 | 0.1449 | −0.0773 | 0.0477 |
| $2/(M+1)^2$ | 2 | 0.5 | 0.2222 | 0.125 | 0.08 |

For $N=8$, $M=3$, $c=1$ the form is $8E(3)\kappa\approx-0.618\,\kappa$; the normalised constant $c=1/\sqrt8$ has energy $-0.0773\,\kappa$.

For one free particle on a uniform one-dimensional ring, the infinite-line sinc weights cut at an odd range and wrapped round the ring thus admit a state of negative kinetic energy, and at no finite range is the constant a zero mode of this stencil. The exact periodic sinc matrix, which corresponds to wrapping the uncut stencil, has different entries and does annihilate the constant.

## The stencil and its quadratic form in Lean

```lean
import Mathlib

open Real Filter Topology

namespace TruncatedSincStencil

noncomputable section
```

Sites are elements of `ZMod N`, so $j\pm m$ is taken modulo $N$; `ZMod 0` is the infinite lattice $\mathbb Z$. The weights are those of $-\hbar^2/(2\mu)\,d^2/dx^2$ between normalised sinc functions centred on the grid points of the infinite line, and they enter as a definition without being derived. Nothing ties $M$ to $N$: a long stencil wraps round the ring and its contributions add, down to $N=1$.

```lean
/-- The sinc kinetic stencil cut at range `M`, acting on a grid function on `ZMod N` (a periodic
ring of `N` points, or the infinite lattice for `N = 0`); `κ = ħ²/(mass · spacing²)`. -/
def sincKinetic {N : ℕ} (κ : ℝ) (M : ℕ) (ψ : ZMod N → ℝ) (j : ZMod N) : ℝ :=
  κ * (π ^ 2 / 6 * ψ j
    + ∑ m ∈ Finset.Icc 1 M, (-1 : ℝ) ^ m / (m : ℝ) ^ 2 * (ψ (j + m) + ψ (j - m)))
```

The form is the plain sum over sites, without a weight $h$ or division by $\sum_j\psi_j^2$. The argument `[NeZero N]` restricts it to finite rings, $N\ge1$. Grid functions are real.

```lean
/-- The kinetic quadratic form `∑ⱼ ψⱼ (Tψ)ⱼ` of the truncated stencil on a ring of `N` points. -/
def kineticForm {N : ℕ} [NeZero N] (κ : ℝ) (M : ℕ) (ψ : ZMod N → ℝ) : ℝ :=
  ∑ j, ψ j * sincKinetic κ M ψ j
```

`rowSum` is $E$ and `basel` is $Z$; `Finset.Icc 1 M` is empty at $M=0$, so $E(0)=\pi^2/6$.

```lean
/-- The row sum `E(M) = π²/6 + 2 ∑_{m=1}^{M} (-1)^m / m²` of the truncated stencil, in units
of `κ`. -/
def rowSum (M : ℕ) : ℝ :=
  π ^ 2 / 6 + 2 * ∑ m ∈ Finset.Icc 1 M, (-1 : ℝ) ^ m / (m : ℝ) ^ 2

/-- The partial sum `Z(M) = ∑_{m=1}^{M} 1 / m²`. -/
def basel (M : ℕ) : ℝ := ∑ m ∈ Finset.Icc 1 M, 1 / (m : ℝ) ^ 2
```

## Recurrence and the limit along even ranges

The pointwise identity of step 1 holds for every $N$, including the infinite lattice, and for every real $\kappa$ and $c$; the summed formula concerns finite rings and appears in the main theorem's proof.

```lean
/-- The truncated stencil multiplies a constant grid function by `κ E(M)`. -/
theorem sincKinetic_const {N : ℕ} (κ : ℝ) (M : ℕ) (c : ℝ) (j : ZMod N) :
    sincKinetic κ M (fun _ => c) j = κ * rowSum M * c := by
  simp only [sincKinetic, rowSum]
  rw [← Finset.sum_mul]
  ring
```

Step 2 splits off the top term of the sum.

```lean
/-- Extending the stencil range from `M` to `M + 1` changes the row sum by
`(-1)^(M+1) · 2/(M+1)²`. -/
theorem rowSum_succ (M : ℕ) :
    rowSum (M + 1) = rowSum M + (-1) ^ (M + 1) * (2 / ((M : ℝ) + 1) ^ 2) := by
  unfold rowSum
  rw [Finset.sum_Icc_succ_top (by omega : 1 ≤ M + 1), Nat.cast_add_one]
  ring
```

The identity of step 3 is proved by induction on $n$ rather than by regrouping. Each step adds two terms to $E$ and to $Z(2n)$ and one to $Z(n)$; `key` is $1/(n+1)^2=4/(2n+2)^2$, which balances them.

```lean
/-- For even range the row sum is `E(2n) = π²/6 - 2 Z(2n) + Z(n)`. -/
theorem rowSum_even_eq (n : ℕ) :
    rowSum (2 * n) = π ^ 2 / 6 - 2 * basel (2 * n) + basel n := by
  have hb : ∀ k : ℕ, basel (k + 1) = basel k + 1 / ((k : ℝ) + 1) ^ 2 := by
    intro k
    unfold basel
    rw [Finset.sum_Icc_succ_top (by omega : 1 ≤ k + 1), Nat.cast_add_one]
  induction n with
  | zero => simp [rowSum, basel]
  | succ n ih =>
    have h1 : (-1 : ℝ) ^ (2 * n + 1) = -1 := Odd.neg_one_pow ⟨n, rfl⟩
    have h2 : (-1 : ℝ) ^ (2 * n + 1 + 1) = 1 := Even.neg_one_pow ⟨n + 1, by ring⟩
    -- the even term: 4/(2n+2)² = 1/(n+1)²
    have key : 1 / ((n : ℝ) + 1) ^ 2 = 4 * (1 / (2 * (n : ℝ) + 1 + 1) ^ 2) := by
      rw [show 2 * (n : ℝ) + 1 + 1 = 2 * ((n : ℝ) + 1) by ring]
      generalize (n : ℝ) + 1 = x
      ring
    rw [show 2 * (n + 1) = 2 * n + 1 + 1 by ring, rowSum_succ, rowSum_succ, ih, hb, hb, hb,
      h1, h2]
    push_cast
    linear_combination (-1) * key
```

The limit $Z(n)\to\pi^2/6$ comes from Mathlib's `hasSum_zeta_two`. That sum starts at index $0$, where Lean's $1/0^2=0$ contributes nothing; `hr` matches it to `basel`. Then `h2` takes the subsequence $Z(2n)$ and `h3` combines the limits to $\pi^2/6-2\pi^2/6+\pi^2/6=0$.

```lean
/-- Along even ranges the row sum tends to zero. -/
theorem rowSum_even_tendsto : Tendsto (fun n => rowSum (2 * n)) atTop (𝓝 0) := by
  have hr : ∀ k : ℕ, ∑ i ∈ Finset.range (k + 1), 1 / (i : ℝ) ^ 2 = basel k := by
    intro k
    induction k with
    | zero => simp [basel]
    | succ k ih =>
      rw [Finset.sum_range_succ, ih]
      unfold basel
      rw [Finset.sum_Icc_succ_top (by omega : 1 ≤ k + 1)]
  -- Z(n) → π²/6, and so does Z(2n)
  have hB : Tendsto basel atTop (𝓝 (π ^ 2 / 6)) :=
    (hasSum_zeta_two.tendsto_sum_nat.comp (tendsto_add_atTop_nat 1)).congr hr
  have hd : Tendsto (fun n : ℕ => 2 * n) atTop atTop :=
    tendsto_atTop_mono (fun n => by show n ≤ 2 * n; omega) tendsto_id
  have h2 : Tendsto (fun n => basel (2 * n)) atTop (𝓝 (π ^ 2 / 6)) := hB.comp hd
  have h3 : Tendsto (fun n => π ^ 2 / 6 - 2 * basel (2 * n) + basel n) atTop
      (𝓝 (π ^ 2 / 6 - 2 * (π ^ 2 / 6) + π ^ 2 / 6)) :=
    (tendsto_const_nhds.sub (h2.const_mul 2)).add hB
  rw [show π ^ 2 / 6 - 2 * (π ^ 2 / 6) + π ^ 2 / 6 = 0 by ring] at h3
  exact h3.congr (fun n => (rowSum_even_eq n).symm)
```

## Monotone subsequences fix the sign

In step 4, `e1` and `e2` are the two uses of the recurrence and `k` is the positivity of the bracket; parity fixes the signs and `linarith` adds up.

```lean
/-- Extending the range by two lowers the row sum for even `M` and raises it for odd `M`. -/
theorem rowSum_two_step (M : ℕ) :
    (Even M → rowSum (M + 2) < rowSum M) ∧ (Odd M → rowSum M < rowSum (M + 2)) := by
  have e1 := rowSum_succ M
  have e2 := rowSum_succ (M + 1)
  rw [Nat.cast_add_one] at e2
  have hM : (0 : ℝ) ≤ M := Nat.cast_nonneg M
  have k : 2 / ((M : ℝ) + 1 + 1) ^ 2 < 2 / ((M : ℝ) + 1) ^ 2 :=
    div_lt_div_of_pos_left (by norm_num) (by positivity) (by nlinarith)
  constructor
  · intro h
    rw [h.add_one.neg_one_pow] at e1
    rw [h.add_one.add_one.neg_one_pow] at e2
    show rowSum (M + 1 + 1) < rowSum M
    linarith
  · intro h
    rw [h.add_one.neg_one_pow] at e1
    rw [h.add_one.add_one.neg_one_pow] at e2
    show rowSum M < rowSum (M + 1 + 1)
    linarith
```

In step 5, `anti` and `mono` are the monotonicities, `below` is $E(2n+1)\le E(2n)$, and `hev`, `hod` pass to the limit to give the weak inequalities. Applying them at $M+2$ and using the strict two-step inequality `hs` makes the signs strict.

```lean
/-- The row sum `E(M)` is positive for even `M` and negative for odd `M`. -/
theorem rowSum_sign (M : ℕ) : (Even M → 0 < rowSum M) ∧ (Odd M → rowSum M < 0) := by
  have anti : Antitone (fun n => rowSum (2 * n)) := antitone_nat_of_succ_le fun n => by
    show rowSum (2 * (n + 1)) ≤ rowSum (2 * n)
    rw [show 2 * (n + 1) = 2 * n + 2 by ring]
    exact ((rowSum_two_step (2 * n)).1 (even_two_mul n)).le
  have mono : Monotone (fun n => rowSum (2 * n + 1)) := monotone_nat_of_le_succ fun n => by
    show rowSum (2 * n + 1) ≤ rowSum (2 * (n + 1) + 1)
    rw [show 2 * (n + 1) + 1 = 2 * n + 1 + 2 by ring]
    exact ((rowSum_two_step (2 * n + 1)).2 ⟨n, rfl⟩).le
  -- each odd value lies below the preceding even value
  have below : ∀ n : ℕ, rowSum (2 * n + 1) ≤ rowSum (2 * n) := by
    intro n
    have e := rowSum_succ (2 * n)
    rw [(even_two_mul n).add_one.neg_one_pow] at e
    have p : (0 : ℝ) < 2 / (((2 * n : ℕ) : ℝ) + 1) ^ 2 := by positivity
    linarith
  -- even values decrease to 0; odd values increase and stay below them
  have hev : ∀ n : ℕ, 0 ≤ rowSum (2 * n) := fun n =>
    le_of_tendsto rowSum_even_tendsto (eventually_atTop.2 ⟨n, fun k hk => anti hk⟩)
  have hod : ∀ n : ℕ, rowSum (2 * n + 1) ≤ 0 := fun n =>
    ge_of_tendsto rowSum_even_tendsto
      (eventually_atTop.2 ⟨n, fun k hk => le_trans (mono hk) (below k)⟩)
  constructor
  · intro h
    have hs := (rowSum_two_step M).1 h
    obtain ⟨n, hn⟩ := h
    have h0 := hev (n + 1)
    rw [show 2 * (n + 1) = M + 2 by omega] at h0
    linarith
  · intro h
    have hs := (rowSum_two_step M).2 h
    obtain ⟨n, hn⟩ := h
    have h0 := hod (n + 1)
    rw [show 2 * (n + 1) + 1 = M + 2 by omega] at h0
    linarith
```

Step 6 splits on parity, with `a` and `b` the signs of $E(M)$ and $E(M+1)$.

```lean
/-- The row sum is smaller in size than `2/(M+1)²`. -/
theorem abs_rowSum_lt (M : ℕ) : |rowSum M| < 2 / ((M : ℝ) + 1) ^ 2 := by
  have e := rowSum_succ M
  rw [abs_lt]
  -- neighbouring values have opposite signs and differ by 2/(M+1)²
  rcases Nat.even_or_odd M with h | h
  · have a := (rowSum_sign M).1 h
    have b := (rowSum_sign (M + 1)).2 h.add_one
    rw [h.add_one.neg_one_pow] at e
    constructor <;> linarith
  · have a := (rowSum_sign M).2 h
    have b := (rowSum_sign (M + 1)).1 h.add_one
    rw [h.add_one.neg_one_pow] at e
    constructor <;> linarith
```

The limit follows by squeezing $|E(M)|$ under $2/(M+1)^2$.

```lean
/-- The row sum tends to zero as the stencil range grows. -/
theorem rowSum_tendsto : Tendsto rowSum atTop (𝓝 0) := by
  have h1 : Tendsto (fun M : ℕ => (M : ℝ) + 1) atTop atTop :=
    tendsto_atTop_add_const_right _ 1 tendsto_natCast_atTop_atTop
  have h2 : Tendsto (fun M : ℕ => ((M : ℝ) + 1) ^ 2) atTop atTop :=
    (tendsto_pow_atTop two_ne_zero).comp h1
  have h3 : Tendsto (fun M : ℕ => 2 / ((M : ℝ) + 1) ^ 2) atTop (𝓝 0) :=
    tendsto_const_nhds.div_atTop h2
  exact squeeze_zero_norm (fun M => by rw [Real.norm_eq_abs]; exact (abs_rowSum_lt M).le) h3
```

## Energy of the constant function on a ring

The main theorem reads: for $N\ge1$, $\kappa>0$, $c\ne0$ and any $M$, the form of the constant $c$ is negative if $M$ is odd and positive if $M$ is even, and $(T\psi)_j\ne0$ at every site. The hypothesis `hκ` expresses positive mass and finite spacing, and `hc` excludes the zero function. In the proof, `hf` is the formula $N\kappa c^2E(M)$ of step 1, `hp` is the positivity of its prefactor, and `hE` is $E(M)\ne0$.

```lean
/-- On a periodic ring the kinetic form of a nonzero constant function is negative for odd `M`
and positive for even `M`, and for every `M` the stencil applied to it vanishes at no site. -/
theorem truncated_sinc_constant_mode {N : ℕ} [NeZero N] {κ c : ℝ} (hκ : 0 < κ) (hc : c ≠ 0)
    (M : ℕ) :
    (Odd M → kineticForm κ M (fun _ : ZMod N => c) < 0) ∧
    (Even M → 0 < kineticForm κ M (fun _ : ZMod N => c)) ∧
    ∀ j : ZMod N, sincKinetic κ M (fun _ => c) j ≠ 0 := by
  have hf : kineticForm κ M (fun _ : ZMod N => c) = (N * κ * c ^ 2) * rowSum M := by
    simp only [kineticForm, sincKinetic_const, Finset.sum_const, Finset.card_univ, ZMod.card,
      nsmul_eq_mul]
    ring
  have hN : (0 : ℝ) < N := Nat.cast_pos.2 (Nat.pos_of_ne_zero (NeZero.ne N))
  have hp : 0 < (N : ℝ) * κ * c ^ 2 := by positivity
  have hE : rowSum M ≠ 0 := by
    rcases Nat.even_or_odd M with h | h
    · exact ((rowSum_sign M).1 h).ne'
    · exact ((rowSum_sign M).2 h).ne
  refine ⟨fun h => ?_, fun h => ?_, fun j => ?_⟩
  · rw [hf]
    exact mul_neg_of_pos_of_neg hp ((rowSum_sign M).2 h)
  · rw [hf]
    exact mul_pos hp ((rowSum_sign M).1 h)
  · rw [sincKinetic_const]
    exact mul_ne_zero (mul_ne_zero hκ.ne' hE) hc
```

For odd $M$ and $\kappa>0$ the constant $1$ is a counterexample to positive semidefiniteness. For even $M$ only the constant is tested: whether the form is nonnegative on all $\psi$ is left open, as are the rest of the spectrum, complex wavefunctions, potentials and truncations that adjust the weights.

```lean
/-- For odd range the kinetic form on a periodic ring is not positive semidefinite. -/
theorem not_posSemidef_of_odd {N : ℕ} [NeZero N] {κ : ℝ} (hκ : 0 < κ) {M : ℕ} (hM : Odd M) :
    ¬ ∀ ψ : ZMod N → ℝ, 0 ≤ kineticForm κ M ψ := fun h =>
  not_lt_of_ge (h fun _ => 1) ((truncated_sinc_constant_mode hκ one_ne_zero M).1 hM)

end

end TruncatedSincStencil
```

```lean
#print axioms TruncatedSincStencil.rowSum_tendsto
#print axioms TruncatedSincStencil.truncated_sinc_constant_mode
#print axioms TruncatedSincStencil.not_posSemidef_of_odd
```

```
'TruncatedSincStencil.rowSum_tendsto' depends on axioms: [propext, Classical.choice, Quot.sound]
'TruncatedSincStencil.truncated_sinc_constant_mode' depends on axioms: [propext, Classical.choice, Quot.sound]
'TruncatedSincStencil.not_posSemidef_of_odd' depends on axioms: [propext, Classical.choice, Quot.sound]
```
